# Conjugating the Pauli matrices by a 2×2 unitary gives a homomorphism from U(2) to SO(3)

Suppose a spin one-half is followed through two pulses, once as a spinor acted on by 2×2 unitaries and once as a spin vector acted on by 3×3 matrices. If those 3×3 matrices had complex entries, real spin components would become complex. If they did not multiply in the same order as the unitaries, the two descriptions would disagree after the second pulse. If one had determinant −1, it would turn right-handed axes into left-handed ones. The parts below rule out all three failures for every 2×2 unitary, and then determine which unitaries leave every spin vector alone. They apply to a single spin one-half, or one qubit, under unitary evolution without decoherence.

```lean
import Mathlib

open Matrix

namespace SpinHalfRotation

noncomputable section
```

The indices follow Lean and start at zero: $\sigma_0,\sigma_1,\sigma_2$ are the Pauli matrices $\sigma_x,\sigma_y,\sigma_z$, so $\sigma_0$ is not the identity. The letter $i$ is an index in subscripts, under sums and in conditions such as $i=j$; as a factor it is the imaginary unit. The identity matrix of any size is written $1$, and $U^\dagger$, the conjugate transpose, is `Uᴴ` in the code.

```lean
/-- The three Pauli matrices, in the order x, y, z. -/
def pauli : Fin 3 → Matrix (Fin 2) (Fin 2) ℂ :=
  ![!![0, 1; 1, 0], !![0, -Complex.I; Complex.I, 0], !![1, 0; 0, -1]]
```

For a complex 2×2 matrix $U$, define the 3×3 matrix
$$R(U)_{ij}=\mathrm{Re}\,\tfrac12\mathrm{tr}(\sigma_i U\sigma_j U^\dagger).$$
The function `rotation` accepts any 2×2 matrix. Unitarity enters as the hypothesis `hU` or `hV` where it is needed.

```lean
/-- The real 3×3 matrix whose entries are the real parts of `tr(σ_i U σ_j U†)/2`. -/
def rotation (U : Matrix (Fin 2) (Fin 2) ℂ) : Matrix (Fin 3) (Fin 3) ℝ :=
  Matrix.of fun i j => ((pauli i * U * pauli j * Uᴴ).trace / 2).re
```

## (a) The half-traces are real

**Task.** Show that taking the real part discards nothing, for every complex 2×2 matrix $U$:
$$R(U)_{ij}=\tfrac12\mathrm{tr}(\sigma_iU\sigma_jU^\dagger).$$

**Solution.** The complex conjugate of a trace is the trace of the adjoint. Since the Pauli matrices are Hermitian,
$$\overline{\mathrm{tr}(\sigma_iU\sigma_jU^\dagger)}=\mathrm{tr}(U\sigma_jU^\dagger\sigma_i)=\mathrm{tr}(\sigma_iU\sigma_jU^\dagger),$$
where the last step is cyclicity. A number equal to its conjugate is real.

```lean
/-- The half-traces `tr(σ_i U σ_j U†)/2` are real, for every 2×2 matrix `U`. -/
theorem rotation_real (U : Matrix (Fin 2) (Fin 2) ℂ) (i j : Fin 3) :
    ((rotation U i j : ℝ) : ℂ) = (pauli i * U * pauli j * Uᴴ).trace / 2 := by
  have herm : ∀ k, (pauli k)ᴴ = pauli k := by
    intro k
    ext a b
    fin_cases k <;> fin_cases a <;> fin_cases b <;> simp [pauli]
  have key : ∀ z : ℂ, star z = z → (((z / 2).re : ℝ) : ℂ) = z / 2 := by
    intro z hz
    have him : z.im = 0 := Complex.conj_eq_iff_im.mp hz
    apply Complex.ext <;> simp [him]
  -- the adjoint reverses the product, and cyclicity restores the order
  have h : star (pauli i * U * pauli j * Uᴴ).trace = (pauli i * U * pauli j * Uᴴ).trace := by
    rw [← Matrix.trace_conjTranspose]
    calc ((pauli i * U * pauli j * Uᴴ)ᴴ).trace = ((U * pauli j * Uᴴ) * pauli i).trace := by
          simp only [Matrix.conjTranspose_mul, Matrix.conjTranspose_conjTranspose, herm,
            Matrix.mul_assoc]
      _ = (pauli i * (U * pauli j * Uᴴ)).trace := Matrix.trace_mul_comm _ _
      _ = _ := by simp only [Matrix.mul_assoc]
  exact key _ h
```

The left side of the Lean statement is the real entry regarded as a complex number. `herm` checks Hermiticity entry by entry, `h` is the displayed chain, and `key` turns invariance under conjugation into reality.

## (b) Expanding a traceless matrix

**Task.** For a complex 2×2 matrix $M$ with $\mathrm{tr}\,M=0$, show that
$$M=\sum_i\tfrac12\mathrm{tr}(\sigma_iM)\,\sigma_i.$$

**Solution.** Write $M=\begin{pmatrix}a&b\\c&-a\end{pmatrix}$. The three coefficients are $(b+c)/2$, $i(b-c)/2$ and $a$. The diagonal of the sum is $a,-a$. The upper right entry is $(b+c)/2+(-i)\,i(b-c)/2=b$, and the lower left is $(b+c)/2+i\cdot i(b-c)/2=c$.

```lean
/-- A traceless 2×2 matrix `M` is the combination of Pauli matrices with
coefficients `tr(σ_i M)/2`. -/
theorem pauli_expansion (M : Matrix (Fin 2) (Fin 2) ℂ) (hM : M.trace = 0) :
    M = ∑ i, ((pauli i * M).trace / 2) • pauli i := by
  have h : M 1 1 = -M 0 0 := by
    rw [Matrix.trace_fin_two] at hM
    linear_combination hM
  ext a b
  fin_cases a <;> fin_cases b <;>
    simp [pauli, Fin.sum_univ_three, Matrix.trace_fin_two, Matrix.mul_apply,
      Fin.sum_univ_two, h]
  all_goals first
    | ring1
    | linear_combination ((M 0 1 - M 1 0) / 2) * Complex.I_sq
    | linear_combination ((M 1 0 - M 0 1) / 2) * Complex.I_sq
```

Here `h` expresses the last diagonal entry through the first. The last two lines supply $i^2=-1$ for the off-diagonal entries.

## (c) Rotated Pauli matrices

**Task.** For unitary $U$, show that column $j$ of $R(U)$ holds the components of the conjugated $\sigma_j$:
$$U\sigma_jU^\dagger=\sum_iR(U)_{ij}\,\sigma_i.$$

**Solution.** The left side is traceless, because $\mathrm{tr}(U\sigma_jU^\dagger)=\mathrm{tr}(U^\dagger U\sigma_j)=\mathrm{tr}\,\sigma_j=0$. Part (b) expands it with coefficients $\tfrac12\mathrm{tr}(\sigma_iU\sigma_jU^\dagger)$, which are $R(U)_{ij}$ by part (a).

```lean
/-- Conjugation by a unitary `U` turns each Pauli matrix into the combination
`U σ_j U† = ∑ R(U)_ij σ_i`. -/
theorem conj_pauli {U : Matrix (Fin 2) (Fin 2) ℂ} (hU : U ∈ Matrix.unitaryGroup (Fin 2) ℂ)
    (j : Fin 3) : U * pauli j * Uᴴ = ∑ i, (rotation U i j : ℂ) • pauli i := by
  have hU' : Uᴴ * U = 1 := Matrix.mem_unitaryGroup_iff'.mp hU
  have ht : (U * pauli j * Uᴴ).trace = 0 := by
    rw [Matrix.trace_mul_comm, ← Matrix.mul_assoc, hU', Matrix.one_mul]
    fin_cases j <;> simp [pauli, Matrix.trace_fin_two]
  refine (pauli_expansion _ ht).trans (Finset.sum_congr rfl fun i _ => ?_)
  rw [rotation_real]
  simp only [Matrix.mul_assoc]
```

The vanishing trace is `ht`. By linearity, a state $\tfrac12(1+\sum_j n_j\sigma_j)$ is carried by $U$ to the state with Bloch vector $R(U)n$.

## (d) Composition

**Task.** For unitary $V$ and any complex 2×2 matrix $U$, show that
$$R(UV)=R(U)R(V).$$

**Solution.** Apply part (c) to the inner conjugation:
$$(UV)\sigma_j(UV)^\dagger=U(V\sigma_jV^\dagger)U^\dagger=\sum_kR(V)_{kj}\,U\sigma_kU^\dagger.$$
Multiplying by $\sigma_i$ from the left and taking half the trace gives $\sum_kR(U)_{ik}R(V)_{kj}$.

```lean
/-- Composition law `R(UV) = R(U) R(V)`, for unitary `V` and any 2×2 matrix `U`. -/
theorem rotation_mul (U : Matrix (Fin 2) (Fin 2) ℂ) {V : Matrix (Fin 2) (Fin 2) ℂ}
    (hV : V ∈ Matrix.unitaryGroup (Fin 2) ℂ) :
    rotation (U * V) = rotation U * rotation V := by
  ext i j
  -- expand the inner conjugation by V in Pauli matrices
  have e : pauli i * (U * V) * pauli j * (U * V)ᴴ
      = ∑ k, (rotation V k j : ℂ) • (pauli i * U * pauli k * Uᴴ) := by
    calc _ = pauli i * U * (V * pauli j * Vᴴ) * Uᴴ := by
          rw [Matrix.conjTranspose_mul]
          simp only [Matrix.mul_assoc]
      _ = _ := by
          rw [conj_pauli hV]
          simp only [Matrix.mul_sum, Matrix.sum_mul, Matrix.mul_smul, Matrix.smul_mul]
  rw [← Complex.ofReal_inj, rotation_real, e, Matrix.mul_apply, Complex.ofReal_sum,
    Matrix.trace_sum, Finset.sum_div]
  refine Finset.sum_congr rfl fun k _ => ?_
  rw [Matrix.trace_smul, smul_eq_mul, Complex.ofReal_mul, rotation_real U]
  ring
```

The expansion is `e`. The lines after it take the trace through the sum and compare term by term.

## (e) The identity

**Task.** Show that
$$R(1)=1.$$

**Solution.** The entries are $\tfrac12\mathrm{tr}(\sigma_i\sigma_j)$. For $i=j$ the product is the identity, with trace 2. For $i\ne j$ it is $\pm i$ times the remaining Pauli matrix, with trace 0.

```lean
/-- The identity on spinors gives the identity rotation. -/
theorem rotation_one : rotation 1 = 1 := by
  ext i j
  fin_cases i <;> fin_cases j <;>
    norm_num [rotation, pauli, Matrix.trace_fin_two, Matrix.mul_apply, Fin.sum_univ_two]
```

Lean computes the nine entries separately.

## (f) Orthogonality

**Task.** For unitary $U$, show that
$$R(U)R(U)^T=1.$$

**Solution.** Cyclicity gives
$$R(U^\dagger)_{ij}=\tfrac12\mathrm{tr}(\sigma_iU^\dagger\sigma_jU)=\tfrac12\mathrm{tr}(\sigma_jU\sigma_iU^\dagger)=R(U)_{ji}.$$
Since $U^\dagger$ is also unitary, part (d) applies, and $R(U)R(U)^T=R(U)R(U^\dagger)=R(UU^\dagger)=R(1)=1$.

```lean
/-- For unitary `U` the matrix `R(U)` is orthogonal. -/
theorem rotation_orthogonal {U : Matrix (Fin 2) (Fin 2) ℂ}
    (hU : U ∈ Matrix.unitaryGroup (Fin 2) ℂ) : rotation U * (rotation U)ᵀ = 1 := by
  have hU1 : U * Uᴴ = 1 := Matrix.mem_unitaryGroup_iff.mp hU
  have hU2 : Uᴴ * U = 1 := Matrix.mem_unitaryGroup_iff'.mp hU
  have had : Uᴴ ∈ Matrix.unitaryGroup (Fin 2) ℂ := by
    rw [Matrix.mem_unitaryGroup_iff, Matrix.star_eq_conjTranspose,
      Matrix.conjTranspose_conjTranspose]
    exact hU2
  -- the adjoint of U gives the transposed rotation
  have ht : rotation Uᴴ = (rotation U)ᵀ := by
    ext i j
    rw [← Complex.ofReal_inj, Matrix.transpose_apply, rotation_real, rotation_real,
      Matrix.conjTranspose_conjTranspose, Matrix.mul_assoc (pauli i * Uᴴ),
      Matrix.trace_mul_comm]
    simp only [Matrix.mul_assoc]
  rw [← ht, ← rotation_mul U had, hU1, rotation_one]
```

`had` is the unitarity of $U^\dagger$ and `ht` the transposition rule. The last line is the closing chain.

## (g) Handedness

**Task.** Orthogonality still allows reflections. For unitary $U$, exclude them by showing that
$$\det R(U)=1.$$

**Solution.** Let $S_j=U\sigma_jU^\dagger$. The inner factors $U^\dagger U$ cancel, so
$$S_0S_1S_2=U\sigma_0\sigma_1\sigma_2U^\dagger=U(i\,1)U^\dagger=i\,1,$$
which has trace $2i$. Expanding each $S_j$ by part (c), and using $\mathrm{tr}(\sigma_i\sigma_j\sigma_k)=2i\,\varepsilon_{ijk}$ with the antisymmetric symbol $\varepsilon_{012}=1$, gives
$$\mathrm{tr}(S_0S_1S_2)=2i\sum_{ijk}\varepsilon_{ijk}R_{i0}R_{j1}R_{k2}=2i\det R(U).$$
Comparing the two traces gives the result.

```lean
/-- For unitary `U` the matrix `R(U)` has determinant one. -/
theorem rotation_det {U : Matrix (Fin 2) (Fin 2) ℂ}
    (hU : U ∈ Matrix.unitaryGroup (Fin 2) ℂ) : (rotation U).det = 1 := by
  have hU1 : U * Uᴴ = 1 := Matrix.mem_unitaryGroup_iff.mp hU
  have hU2 : Uᴴ * U = 1 := Matrix.mem_unitaryGroup_iff'.mp hU
  have cancel : ∀ X : Matrix (Fin 2) (Fin 2) ℂ, Uᴴ * (U * X) = X := by
    intro X
    rw [← Matrix.mul_assoc, hU2, Matrix.one_mul]
  have hxyz : pauli 0 * pauli 1 * pauli 2 = Complex.I • 1 := by
    ext a b
    fin_cases a <;> fin_cases b <;> simp [pauli, Matrix.mul_apply, Fin.sum_univ_two]
  -- the product of the three rotated Pauli matrices is still i
  have h : (U * pauli 0 * Uᴴ) * (U * pauli 1 * Uᴴ) * (U * pauli 2 * Uᴴ) = Complex.I • 1 := by
    calc _ = U * (pauli 0 * pauli 1 * pauli 2) * Uᴴ := by
          simp only [Matrix.mul_assoc, cancel]
      _ = _ := by rw [hxyz, Matrix.mul_smul, Matrix.smul_mul, Matrix.mul_one, hU1]
  -- its trace measures the oriented volume spanned by the columns
  have triple : ∀ r : Matrix (Fin 3) (Fin 3) ℝ,
      ((∑ i, (r i 0 : ℂ) • pauli i) * (∑ i, (r i 1 : ℂ) • pauli i) *
        (∑ i, (r i 2 : ℂ) • pauli i)).trace.im = 2 * r.det := by
    intro r
    rw [Matrix.det_fin_three]
    simp [pauli, Fin.sum_univ_three, Matrix.trace_fin_two]
    ring
  have h2 := triple (rotation U)
  rw [← conj_pauli hU, ← conj_pauli hU, ← conj_pauli hU, h] at h2
  have h3 : (Complex.I • (1 : Matrix (Fin 2) (Fin 2) ℂ)).trace.im = 2 := by
    norm_num [Matrix.trace_fin_two]
  linarith
```

`h` is the first computation. `triple` is the second, stated for an arbitrary real 3×3 matrix and only for the imaginary part of the trace, which is all that the comparison needs.

## (h) The homomorphism

**Task.** Show that there is a group homomorphism $\varphi:U(2)\to SO(3)$ with
$$\varphi(U)_{ij}=\tfrac12\mathrm{tr}(\sigma_iU\sigma_jU^\dagger).$$

**Solution.** Put $\varphi(U)=R(U)$. Parts (f) and (g) place it in $SO(3)$, parts (d) and (e) give the group laws, and part (a) gives the formula.

```lean
/-- There is a group homomorphism from U(2) to SO(3) whose matrix entries are
`tr(σ_i U σ_j U†)/2`. -/
theorem unitary_to_rotation_hom :
    ∃ φ : Matrix.unitaryGroup (Fin 2) ℂ →* Matrix.specialOrthogonalGroup (Fin 3) ℝ,
      ∀ (U : Matrix.unitaryGroup (Fin 2) ℂ) (i j : Fin 3),
        (((φ U : Matrix (Fin 3) (Fin 3) ℝ) i j : ℝ) : ℂ)
          = (pauli i * U.1 * pauli j * U.1ᴴ).trace / 2 := by
  have mem : ∀ U : Matrix.unitaryGroup (Fin 2) ℂ,
      rotation U.1 ∈ Matrix.specialOrthogonalGroup (Fin 3) ℝ := by
    intro U
    refine Matrix.mem_specialOrthogonalGroup_iff.mpr ⟨?_, rotation_det U.2⟩
    rw [Matrix.mem_orthogonalGroup_iff]
    simpa [Matrix.star_eq_conjTranspose, Matrix.conjTranspose_eq_transpose_of_trivial]
      using rotation_orthogonal U.2
  exact ⟨{ toFun := fun U => ⟨rotation U.1, mem U⟩
           map_one' := Subtype.ext rotation_one
           map_mul' := fun U V => Subtype.ext (rotation_mul U.1 V.2) },
    fun U i j => rotation_real U.1 i j⟩
```

The arrow `→*` denotes a map that preserves products and the identity. The two groups are Mathlib's `unitaryGroup` and `specialOrthogonalGroup`, whose elements are matrices bundled with a proof of membership; `mem` supplies that proof for $R(U)$. The formula in the statement fixes every entry of $\varphi(U)$, so a trivial homomorphism would not satisfy it.

## (i) Unitaries that rotate nothing

**Task.** For unitary $U$, show that
$$R(U)=1\iff U=c\,1\ \text{ for some } c\in\mathbb C.$$

**Solution.** If $R(U)=1$, part (c) gives $U\sigma_jU^\dagger=\sigma_j$, hence $U\sigma_j=\sigma_jU$. For $\sigma_2$, the off-diagonal entries of this equation read $-U_{01}=U_{01}$ and $U_{10}=-U_{10}$, so both vanish. For $\sigma_0$, the upper right entry reads $U_{00}=U_{11}$. Thus $U=U_{00}\,1$.

Conversely, a multiple of the identity commutes with $\sigma_j$, so $U\sigma_jU^\dagger=\sigma_jUU^\dagger=\sigma_j$ and $R(U)=R(1)=1$.

```lean
/-- A unitary `U` gives the identity rotation exactly when it is a multiple of the
identity matrix. -/
theorem rotation_eq_one_iff {U : Matrix (Fin 2) (Fin 2) ℂ}
    (hU : U ∈ Matrix.unitaryGroup (Fin 2) ℂ) :
    rotation U = 1 ↔ ∃ c : ℂ, U = c • (1 : Matrix (Fin 2) (Fin 2) ℂ) := by
  have hU1 : U * Uᴴ = 1 := Matrix.mem_unitaryGroup_iff.mp hU
  have hU2 : Uᴴ * U = 1 := Matrix.mem_unitaryGroup_iff'.mp hU
  constructor
  · intro hR
    -- U commutes with every Pauli matrix
    have hc : ∀ j, U * pauli j = pauli j * U := by
      intro j
      have h : U * pauli j * Uᴴ = pauli j := by
        rw [conj_pauli hU, hR]
        fin_cases j <;> simp [Matrix.one_apply]
      calc U * pauli j = U * pauli j * (Uᴴ * U) := by rw [hU2, Matrix.mul_one]
        _ = U * pauli j * Uᴴ * U := by simp only [Matrix.mul_assoc]
        _ = pauli j * U := by rw [h]
    have e1 : -U 0 1 = U 0 1 := by
      simpa [pauli, Matrix.mul_apply, Fin.sum_univ_two] using congrFun (congrFun (hc 2) 0) 1
    have e2 : U 1 0 = -U 1 0 := by
      simpa [pauli, Matrix.mul_apply, Fin.sum_univ_two] using congrFun (congrFun (hc 2) 1) 0
    have e3 : U 0 0 = U 1 1 := by
      simpa [pauli, Matrix.mul_apply, Fin.sum_univ_two] using congrFun (congrFun (hc 0) 0) 1
    have h01 : U 0 1 = 0 := by linear_combination (-1 / 2) * e1
    have h10 : U 1 0 = 0 := by linear_combination (1 / 2) * e2
    refine ⟨U 0 0, ?_⟩
    ext a b
    fin_cases a <;> fin_cases b <;> simp [h01, h10, e3.symm]
  · rintro ⟨c, hc⟩
    rw [← rotation_one]
    ext i j
    have hs : U * pauli j = pauli j * U := by
      rw [hc]
      simp
    have e : pauli i * U * pauli j * Uᴴ = pauli i * 1 * pauli j * 1ᴴ := by
      calc _ = pauli i * (U * pauli j) * Uᴴ := by simp only [Matrix.mul_assoc]
        _ = pauli i * pauli j * (U * Uᴴ) := by
            rw [hs]
            simp only [Matrix.mul_assoc]
        _ = _ := by
            rw [hU1]
            simp
    rw [← Complex.ofReal_inj, rotation_real, rotation_real, e]
```

`hc` is the commutation, and `e1`, `e2`, `e3` are the three entry equations. Unitarity forces $|c|=1$, so $c$ is a global phase.

## (j) The remaining sign

**Task.** For unitary $U$ with $\det U=1$, show that
$$R(U)=1\iff U=1\ \text{ or }\ U=-1.$$

**Solution.** By part (i), $R(U)=1$ means $U=c\,1$. Then $1=\det U=c^2$, so $(c-1)(c+1)=0$ and $c=\pm1$. Conversely, both matrices are multiples of the identity.

```lean
/-- Within SU(2), exactly the two matrices `1` and `-1` give the identity rotation. -/
theorem rotation_eq_one_iff_of_det_one {U : Matrix (Fin 2) (Fin 2) ℂ}
    (hU : U ∈ Matrix.unitaryGroup (Fin 2) ℂ) (hdet : U.det = 1) :
    rotation U = 1 ↔ U = 1 ∨ U = -1 := by
  rw [rotation_eq_one_iff hU]
  constructor
  · rintro ⟨c, hc⟩
    have h : c * c = 1 := by
      rw [hc, Matrix.det_fin_two] at hdet
      simpa using hdet
    have h' : (c - 1) * (c + 1) = 0 := by linear_combination h
    rcases mul_eq_zero.mp h' with h1 | h1
    · left
      rw [hc, sub_eq_zero.mp h1, one_smul]
    · right
      rw [hc, eq_neg_of_add_eq_zero_left h1, neg_smul, one_smul]
  · rintro (h | h)
    · exact ⟨1, by rw [h, one_smul]⟩
    · exact ⟨-1, by rw [h, neg_smul, one_smul]⟩

end

end SpinHalfRotation
```

This two-element kernel is the "double" in the double cover of $SO(3)$ by $SU(2)$. Every rotation does arise from some $U$ in $SU(2)$, as the word "cover" also demands, but that is not proved here.

## Passing from real entries to complex traces

The entries of `rotation` are defined as real parts. Part (c) uses the fact that nothing is lost in taking them: the expansion coefficients there are complex half-traces, and part (a) identifies them with the entries of $R(U)$. Parts (d), (f) and (i) also pass to complex half-traces, but as a convenience, since their identities could be compared after taking real parts as well. The device is `Complex.ofReal_inj`, which says that two real numbers are equal exactly when they are equal as complex numbers. Used from right to left, as `← Complex.ofReal_inj`, it turns a goal about real entries into one about complex numbers. There `rotation_real` supplies the full half-traces, so that linearity and cyclicity of the trace can be used without carrying the real part along.

```lean
#print axioms SpinHalfRotation.conj_pauli
#print axioms SpinHalfRotation.unitary_to_rotation_hom
#print axioms SpinHalfRotation.rotation_eq_one_iff_of_det_one
```

```
'SpinHalfRotation.conj_pauli' depends on axioms: [propext, Classical.choice, Quot.sound]
'SpinHalfRotation.unitary_to_rotation_hom' depends on axioms: [propext, Classical.choice, Quot.sound]
'SpinHalfRotation.rotation_eq_one_iff_of_det_one' depends on axioms: [propext, Classical.choice, Quot.sound]
```
